# Dipolar backflow of strength a³/2 cancels the radial velocity of a plane-wave phase on a hard core of radius a in three dimensions

A particle with the plane-wave phase $k\cdot r$ has velocity $k$ everywhere, in units where $\hbar/m=1$. Suppose that an impurity at the origin has a hard core of radius $a>0$. On its surface the outward velocity is $k\cdot r/a$, which is nonzero somewhere if $k\neq 0$. With a uniform density outside the core, probability then flows through a wall that should be impenetrable.

In three dimensions the remedy is the phase

$$S(r)=(k\cdot r)\left(1+\frac{a^3}{2|r|^3}\right).$$

Its added term is a dipole potential. It removes the radial velocity on the sphere and keeps $\nabla^2S=0$ outside, which is what the continuity equation requires of a steady flow at uniform density. The calculation below runs in $d$ dimensions with an arbitrary real strength $c$ in place of $a^3/2$, which shows how the core radius fixes the strength.

In Lean 4 with Mathlib:

```lean
import Mathlib

open Matrix Topology

namespace DipolarBackflow

noncomputable section

variable {d : ℕ}
```

## The phase and its derivatives

Positions and wave vectors are real coordinate vectors, of type `Fin d → ℝ`, and `⬝ᵥ` is their dot product. Mathlib's norm on this type is the largest absolute coordinate, so the Euclidean distance $|r|=\sqrt{r\cdot r}$ gets its own definition.

```lean
/-- The Euclidean distance of the particle from the impurity at the origin. -/
def radius (r : Fin d → ℝ) : ℝ := Real.sqrt (r ⬝ᵥ r)
```

The dressed phase is $S(r)=(k\cdot r)(1+c/|r|^d)$. Equivalently, it is the plane-wave phase evaluated at the shifted position $r(1+c/|r|^d)$. Backflow trial wave functions for quantum Monte Carlo also evaluate orbitals at shifted positions, but their shifts depend on the other particles through more general functions, usually optimised; here there is one particle, a fixed impurity and a single parameter.

```lean
/-- The plane-wave phase with wave vector `k`, dressed by dipolar backflow of strength `c`. -/
def backflowPhase (k : Fin d → ℝ) (c : ℝ) (r : Fin d → ℝ) : ℝ :=
  (k ⬝ᵥ r) * (1 + c / radius r ^ d)
```

For a fixed vector $u$, write $D_u$ for the derivative along $u$. The product rule will give the velocity component

$$v_u=D_uS=(k\cdot u)\left(1+\frac{c}{|r|^d}\right)-\frac{dc\,(k\cdot r)(u\cdot r)}{|r|^{d+2}}.$$

```lean
/-- The explicit formula that `phase_deriv` identifies, for `r ≠ 0`, as the derivative of the
backflow phase along `u`. -/
def velocity (k : Fin d → ℝ) (c : ℝ) (u r : Fin d → ℝ) : ℝ :=
  (k ⬝ᵥ u) * (1 + c / radius r ^ d) - (k ⬝ᵥ r) * (u ⬝ᵥ r) * (d * c / radius r ^ (d + 2))
```

Differentiating once more along the same $u$ will give

$$D_uv_u=-\frac{2dc\,(k\cdot u)(u\cdot r)+dc\,(k\cdot r)(u\cdot u)}{|r|^{d+2}}+\frac{d(d+2)c\,(k\cdot r)(u\cdot r)^2}{|r|^{d+4}}.$$

At this stage both formulas are only definitions; that they are the derivatives is proved below.

```lean
/-- The explicit formula that `velocity_deriv` identifies, for `r ≠ 0`, as the derivative along `u`
of `velocity k c u`. -/
def strain (k : Fin d → ℝ) (c : ℝ) (u r : Fin d → ℝ) : ℝ :=
  -(2 * d * c * (k ⬝ᵥ u) * (u ⬝ᵥ r) + d * c * (k ⬝ᵥ r) * (u ⬝ᵥ u)) / radius r ^ (d + 2)
    + d * (d + 2) * c * (k ⬝ᵥ r) * (u ⬝ᵥ r) ^ 2 / radius r ^ (d + 4)
```

The Laplacian is the sum of the second derivatives along the coordinate axes. `HasLaplacianAt f L r` requires the first partial derivatives to exist throughout a neighbourhood of $r$, and each to be differentiable at $r$ along its own axis. The functions `g i` are the first derivatives and the numbers `w i` the second.

```lean
/-- `f` has Laplacian `L` at `r`: its partial derivatives exist near `r`, can be differentiated
once more at `r` along their own axes, and these second derivatives add up to `L`. -/
def HasLaplacianAt (f : (Fin d → ℝ) → ℝ) (L : ℝ) (r : Fin d → ℝ) : Prop :=
  ∃ (g : Fin d → (Fin d → ℝ) → ℝ) (w : Fin d → ℝ),
    (∀ i, ∀ᶠ x in 𝓝 r, HasLineDerivAt ℝ f (g i x) x (Pi.single i 1)) ∧
    (∀ i, HasLineDerivAt ℝ (g i) (w i) r (Pi.single i 1)) ∧ ∑ i, w i = L
```

## Differentiating the distance

Squaring undoes the square root because $r\cdot r\ge 0$. Away from the origin, $r\cdot r$ and $|r|$ are strictly positive, which permits the divisions that follow.

```lean
/-- The squared distance from the impurity is the sum of the squared coordinates. -/
theorem radius_sq (r : Fin d → ℝ) : radius r ^ 2 = r ⬝ᵥ r :=
  Real.sq_sqrt (Finset.sum_nonneg fun i _ => mul_self_nonneg (r i))

private theorem dot_pos {r : Fin d → ℝ} (hr : r ≠ 0) : 0 < r ⬝ᵥ r :=
  lt_of_le_of_ne (Finset.sum_nonneg fun i _ => mul_self_nonneg (r i))
    (Ne.symm (mt dotProduct_self_eq_zero.1 hr))

private theorem radius_pos {r : Fin d → ℝ} (hr : r ≠ 0) : 0 < radius r :=
  Real.sqrt_pos.2 (dot_pos hr)
```

Along the line $r+tu$ the squared distance is a quadratic polynomial,

$$|r+tu|^2=r\cdot r+2t\,(r\cdot u)+t^2(u\cdot u),$$

with derivative $2\,r\cdot u$ at $t=0$. The chain rule for the square root gives $D_u|r|=(r\cdot u)/|r|$. In the proof, `e` is the expansion, `h` its derivative, and `h.sqrt` the chain rule.

```lean
private theorem radius_deriv {r : Fin d → ℝ} (hr : r ≠ 0) (u : Fin d → ℝ) :
    HasLineDerivAt ℝ radius (r ⬝ᵥ u / radius r) r u := by
  -- along a line the squared distance is a quadratic polynomial
  have e : (fun t : ℝ => radius (r + t • u)) =
      fun t => Real.sqrt (r ⬝ᵥ r + t * (2 * (r ⬝ᵥ u)) + t ^ 2 * (u ⬝ᵥ u)) := by
    funext t
    unfold radius
    congr 1
    simp only [add_dotProduct, dotProduct_add, smul_dotProduct, dotProduct_smul, smul_eq_mul,
      dotProduct_comm u r]
    ring
  have h : HasDerivAt (fun t : ℝ => r ⬝ᵥ r + t * (2 * (r ⬝ᵥ u)) + t ^ 2 * (u ⬝ᵥ u))
      (2 * (r ⬝ᵥ u)) 0 := by
    have h1 := ((hasDerivAt_id' (0 : ℝ)).mul_const (2 * (r ⬝ᵥ u))).const_add (r ⬝ᵥ r)
    have h2 := (hasDerivAt_pow 2 (0 : ℝ)).mul_const (u ⬝ᵥ u)
    exact (h1.fun_add h2).congr_deriv (by simp)
  have h0 : r ⬝ᵥ r + 0 * (2 * (r ⬝ᵥ u)) + 0 ^ 2 * (u ⬝ᵥ u) = r ⬝ᵥ r := by ring
  have hne : r ⬝ᵥ r + 0 * (2 * (r ⬝ᵥ u)) + 0 ^ 2 * (u ⬝ᵥ u) ≠ 0 := by
    rw [h0]; exact (dot_pos hr).ne'
  unfold HasLineDerivAt
  rw [e]
  refine (h.sqrt hne).congr_deriv ?_
  simp only [h0]
  exact mul_div_mul_left _ _ two_ne_zero
```

For any natural number $n$, the quotient and power rules now give

$$D_u\frac{c}{|r|^n}=-\frac{nc\,(r\cdot u)}{|r|^{n+2}}.$$

The proof treats $n=0$ separately, since the power rule contains the exponent $n-1$.

```lean
private theorem tail_deriv (c : ℝ) (n : ℕ) {r : Fin d → ℝ} (hr : r ≠ 0) (u : Fin d → ℝ) :
    HasLineDerivAt ℝ (fun x => c / radius x ^ n)
      (-(n * c * (r ⬝ᵥ u)) / radius r ^ (n + 2)) r u := by
  have hp := radius_pos hr
  have h : HasDerivAt (fun t : ℝ => radius (r + t • u)) (r ⬝ᵥ u / radius r) 0 :=
    radius_deriv hr u
  have h0 : r + (0 : ℝ) • u = r := by simp
  have hne : radius (r + (0 : ℝ) • u) ^ n ≠ 0 := by rw [h0]; positivity
  unfold HasLineDerivAt
  refine ((hasDerivAt_const (0 : ℝ) c).fun_div (h.fun_pow n) hne).congr_deriv ?_
  simp only [h0, zero_mul, zero_sub]
  rcases n with _ | n
  · simp
  · simp only [Nat.add_sub_cancel]
    push_cast
    field_simp
    ring
```

The undressed phase is linear: $k\cdot(r+tu)=k\cdot r+t\,(k\cdot u)$, so its derivative along $u$ is $k\cdot u$ everywhere.

```lean
/-- The plane-wave phase changes along `u` at the constant rate `k · u`. -/
theorem planeWave_deriv (k r u : Fin d → ℝ) :
    HasLineDerivAt ℝ (fun x => k ⬝ᵥ x) (k ⬝ᵥ u) r u := by
  show HasDerivAt (fun t : ℝ => k ⬝ᵥ (r + t • u)) _ 0
  have e : (fun t : ℝ => k ⬝ᵥ (r + t • u)) = fun t => k ⬝ᵥ r + t * (k ⬝ᵥ u) := by
    funext t
    simp only [dotProduct_add, dotProduct_smul, smul_eq_mul]
  rw [e]
  exact (((hasDerivAt_id' (0 : ℝ)).mul_const (k ⬝ᵥ u)).const_add (k ⬝ᵥ r)).congr_deriv (by simp)
```

## Velocity and zero Laplacian

The product rule applied to $k\cdot r$ and $1+c/|r|^d$ combines the last two results into $v_u$.

```lean
/-- Away from the impurity, the derivative of the backflow phase along `u` is `velocity`. -/
theorem phase_deriv (k : Fin d → ℝ) (c : ℝ) {r : Fin d → ℝ} (hr : r ≠ 0) (u : Fin d → ℝ) :
    HasLineDerivAt ℝ (backflowPhase k c) (velocity k c u r) r u := by
  have h1 : HasDerivAt (fun t : ℝ => k ⬝ᵥ (r + t • u)) (k ⬝ᵥ u) 0 := planeWave_deriv k r u
  have h2 : HasDerivAt (fun t : ℝ => c / radius (r + t • u) ^ d) _ 0 := tail_deriv c d hr u
  show HasDerivAt (fun t : ℝ => (k ⬝ᵥ (r + t • u)) * (1 + c / radius (r + t • u) ^ d)) _ 0
  refine (h1.fun_mul (h2.const_add 1)).congr_deriv ?_
  simp only [velocity, zero_smul, add_zero, dotProduct_comm u r]
  ring
```

For the second derivative, the first term of $v_u$ contributes $-dc\,(k\cdot u)(u\cdot r)/|r|^{d+2}$. In the second term, differentiating the two dot products gives

$$-\frac{dc\,[(k\cdot u)(u\cdot r)+(k\cdot r)(u\cdot u)]}{|r|^{d+2}},$$

and differentiating the inverse power gives the positive term with $|r|^{d+4}$. The hypotheses `h1` to `h4` supply the derivatives of the factors, and `ring` collects the result.

```lean
/-- Away from the impurity, the derivative along `u` of the velocity along `u` is `strain`. -/
theorem velocity_deriv (k : Fin d → ℝ) (c : ℝ) {r : Fin d → ℝ} (hr : r ≠ 0) (u : Fin d → ℝ) :
    HasLineDerivAt ℝ (velocity k c u) (strain k c u r) r u := by
  have h1 : HasDerivAt (fun t : ℝ => k ⬝ᵥ (r + t • u)) (k ⬝ᵥ u) 0 := planeWave_deriv k r u
  have h2 : HasDerivAt (fun t : ℝ => c / radius (r + t • u) ^ d) _ 0 := tail_deriv c d hr u
  have h3 : HasDerivAt (fun t : ℝ => d * c / radius (r + t • u) ^ (d + 2)) _ 0 :=
    tail_deriv (d * c) (d + 2) hr u
  have h4 : HasDerivAt (fun t : ℝ => u ⬝ᵥ (r + t • u)) (u ⬝ᵥ u) 0 := planeWave_deriv u r u
  show HasDerivAt (fun t : ℝ => (k ⬝ᵥ u) * (1 + c / radius (r + t • u) ^ d) -
    (k ⬝ᵥ (r + t • u)) * (u ⬝ᵥ (r + t • u)) * (d * c / radius (r + t • u) ^ (d + 2))) _ 0
  refine (((h2.const_add 1).const_mul (k ⬝ᵥ u)).fun_sub
    ((h1.fun_mul h4).fun_mul h3)).congr_deriv ?_
  simp only [strain, zero_smul, add_zero, dotProduct_comm u r]
  push_cast
  ring
```

Now take $u$ along each axis in turn and sum. Since $\sum_i k_ir_i=k\cdot r$ and $\sum_i r_i^2=|r|^2$,

$$\nabla^2S=\frac{c\,(k\cdot r)}{|r|^{d+2}}\left[-2d-d^2+d(d+2)\right]=0.$$

In the proof, `key` writes out the contribution of one axis, and `field_simp` and `ring` perform the cancellation. The first derivatives exist near $r$ because points near a nonzero $r$ are nonzero too.

```lean
/-- In every dimension and for every strength, the backflow phase has zero Laplacian
away from the impurity. -/
theorem phase_harmonic (k : Fin d → ℝ) (c : ℝ) {r : Fin d → ℝ} (hr : r ≠ 0) :
    HasLaplacianAt (backflowPhase k c) 0 r := by
  refine ⟨fun i => velocity k c (Pi.single i 1), fun i => strain k c (Pi.single i 1) r,
    fun i => (eventually_ne_nhds hr).mono fun x hx => phase_deriv k c hx _,
    fun i => velocity_deriv k c hr _, ?_⟩
  have hp := radius_pos hr
  have hk : ∑ i, k i * r i = k ⬝ᵥ r := rfl
  have hs : ∑ i, r i * r i = radius r ^ 2 := (radius_sq r).symm
  have key : ∀ i, strain k c (Pi.single i 1) r =
      -(2 * d * c / radius r ^ (d + 2)) * (k i * r i)
        + -(d * c * (k ⬝ᵥ r) / radius r ^ (d + 2))
        + d * (d + 2) * c * (k ⬝ᵥ r) / radius r ^ (d + 4) * (r i * r i) := by
    intro i
    simp only [strain, dotProduct_single, single_dotProduct, Pi.single_eq_same, mul_one, one_mul]
    ring
  -- summing over the axes turns the products into k · r and the squared radius
  simp only [key]
  rw [Finset.sum_add_distrib, Finset.sum_add_distrib, ← Finset.mul_sum, ← Finset.mul_sum, hk, hs]
  simp only [Finset.sum_const, Finset.card_univ, Fintype.card_fin, nsmul_eq_mul]
  field_simp
  ring
```

## The condition at the core

On $|r|=a$ the outward unit vector is $r/a$. Putting $u=r/a$ into $v_u$, with $r\cdot r=a^2$, gives

$$D_{r/a}S=\frac{k\cdot r}{a}\left(1+\frac{c}{a^d}-\frac{dc}{a^d}\right)=\frac{k\cdot r}{a}\left(1-\frac{(d-1)c}{a^d}\right).$$

```lean
/-- The radial derivative of the backflow phase on the sphere of radius `a`. -/
theorem radial_deriv (k : Fin d → ℝ) (c : ℝ) {a : ℝ} (ha : 0 < a) {r : Fin d → ℝ}
    (h : radius r = a) : HasLineDerivAt ℝ (backflowPhase k c)
      ((k ⬝ᵥ r) / a * (1 - (d - 1) * c / a ^ d)) r (a⁻¹ • r) := by
  have hr : r ≠ 0 := by
    rintro rfl
    have h0 : radius (0 : Fin d → ℝ) = 0 := by simp [radius]
    linarith
  have hrr : r ⬝ᵥ r = a ^ 2 := by rw [← radius_sq, h]
  convert phase_deriv k c hr (a⁻¹ • r) using 1
  simp only [velocity, dotProduct_smul, smul_dotProduct, smul_eq_mul, hrr, h]
  field_simp
  ring
```

The bracket is the same at every point of the sphere, so one point with $k\cdot r\neq 0$ suffices to test it. The point $r=ak/|k|$ serves, with $k\cdot r=a|k|>0$.

```lean
/-- For a nonzero wave vector, some point of the sphere of radius `a` has `k · r ≠ 0`. -/
theorem exists_incident_point {k : Fin d → ℝ} (hk : k ≠ 0) {a : ℝ} (ha : 0 < a) :
    ∃ r : Fin d → ℝ, radius r = a ∧ k ⬝ᵥ r ≠ 0 := by
  have hp := radius_pos hk
  refine ⟨(a / radius k) • k, ?_, ?_⟩
  · have e : ((a / radius k) • k) ⬝ᵥ ((a / radius k) • k) = a ^ 2 := by
      simp only [dotProduct_smul, smul_dotProduct, smul_eq_mul, ← radius_sq]
      field_simp
    unfold radius at e ⊢
    rw [e, Real.sqrt_sq ha.le]
  · rw [dotProduct_smul, smul_eq_mul]
    exact (mul_pos (div_pos ha hp) (dot_pos hk)).ne'
```

Hence, for $k\neq 0$, the radial velocity vanishes on the whole sphere exactly when $(d-1)c=a^d$. From left to right, uniqueness of the derivative forces the bracket to be zero at the chosen point; from right to left, the condition is substituted. In one dimension no strength works: the particle cannot flow around the core.

```lean
/-- For a nonzero wave vector, the radial derivative of the backflow phase vanishes on the whole
sphere of radius `a` exactly when the backflow strength satisfies `(d - 1) c = a ^ d`. -/
theorem no_flux_iff {k : Fin d → ℝ} (hk : k ≠ 0) (c : ℝ) {a : ℝ} (ha : 0 < a) :
    (∀ r, radius r = a → HasLineDerivAt ℝ (backflowPhase k c) 0 r (a⁻¹ • r)) ↔
      ((d : ℝ) - 1) * c = a ^ d := by
  have hd : a ^ d ≠ 0 := pow_ne_zero _ ha.ne'
  constructor
  · intro h
    obtain ⟨r, hr, hkr⟩ := exists_incident_point hk ha
    have e := HasDerivAt.unique (h r hr) (radial_deriv k c ha hr)
    have e1 := (mul_eq_zero.1 e.symm).resolve_left (div_ne_zero hkr ha.ne')
    have e2 : ((d : ℝ) - 1) * c / a ^ d = 1 := by linarith
    rwa [div_eq_one_iff_eq hd] at e2
  · intro h r hr
    convert radial_deriv k c ha hr using 1
    rw [h, div_self hd, sub_self, mul_zero]
```

For $d=3$ the condition reads $2c=a^3$, so $c=a^3/2$. The final theorem assumes $k\neq 0$ and $a>0$ and has four parts: the dressed phase has zero Laplacian at every $r\neq 0$; its radial derivative is zero on $|r|=a$; the plane-wave phase has radial derivative $k\cdot r/a$ there; and this value is nonzero at some point of the sphere.

```lean
/-- In three dimensions, for a nonzero wave vector `k`, the phase `(k · r)(1 + a³ / (2 |r|³))` has
zero Laplacian off the origin and has zero radial derivative on `|r| = a`; the plane-wave phase has
radial derivative `k · r / a` there, which is nonzero at some point. -/
theorem hard_core_backflow {k : Fin 3 → ℝ} (hk : k ≠ 0) {a : ℝ} (ha : 0 < a) :
    (∀ r, r ≠ 0 → HasLaplacianAt (backflowPhase k (a ^ 3 / 2)) 0 r) ∧
    (∀ r, radius r = a →
      HasLineDerivAt ℝ (backflowPhase k (a ^ 3 / 2)) 0 r (a⁻¹ • r)) ∧
    (∀ r, radius r = a →
      HasLineDerivAt ℝ (fun x => k ⬝ᵥ x) (k ⬝ᵥ r / a) r (a⁻¹ • r)) ∧
    ∃ r, radius r = a ∧ k ⬝ᵥ r / a ≠ 0 := by
  refine ⟨fun r hr => phase_harmonic k _ hr, (no_flux_iff hk _ ha).2 (by push_cast; ring),
    fun r _ => ?_, ?_⟩
  · convert planeWave_deriv k r (a⁻¹ • r) using 1
    rw [dotProduct_smul, smul_eq_mul, div_eq_inv_mul]
  · obtain ⟨r, hr, hkr⟩ := exists_incident_point hk ha
    exact ⟨r, hr, div_ne_zero hkr ha.ne'⟩

end

end DipolarBackflow
```

```lean
#print axioms DipolarBackflow.hard_core_backflow
```

```
'DipolarBackflow.hard_core_backflow' depends on axioms: [propext, Classical.choice, Quot.sound]
```

## What the model leaves open

The theorem concerns the phase alone. For $k\neq 0$ the wave function $e^{iS}$ has a divergence-free current, but it is not a stationary state of the free Schrödinger equation outside the core: that would also require $|\nabla S|$ to be constant, whereas $\nabla S$ vanishes at $r=ak/|k|$ and tends to $k$ far away. The uniform density that links it to the current is an idealisation, since a wave function that meets a hard wall vanishes on contact. The derivatives at the surface are two-sided, so they also use the formula for $S$ just inside the core, where the particle never is.

Positions could also have been modelled in `EuclideanSpace ℝ (Fin d)`, with Fréchet derivatives. The built-in norm would then be the distance, and the statement would be stronger: one linear map would have to approximate the change of the function uniformly over all directions, whereas a line derivative speaks of one direction at a time.
